# Matrix elements between Fourier combinations of states that an operator does not couple

Take d vectors e_j in a complex inner product space and a linear operator A with ⟨e_i, A e_j⟩ = 0 for i ≠ j and ⟨e_j, A e_j⟩ = a_j. The theorem says that between the Fourier combinations f_k = d^(-1/2) ∑_j exp(2πi jk/d) e_j, with labels running from 0 to d−1, the matrix element ⟨f_k, A f_l⟩ is (1/d) ∑_j exp(2πi j(l−k)/d) a_j, the phase being written in Lean as a product of two. The e_j need not be orthogonal or normalised, so for nonzero e_j the expectation value of A is a_j/‖e_j‖², which is a_j itself when e_j is a unit vector. The attempt expands both Fourier states with `simp only`, uses the hypothesis on A to reduce the double sum to a single one, and then tries to merge the two factors 1/√d into 1/d.

An attempt in Lean 4 with a fault in it:

```lean
import Mathlib

open scoped InnerProductSpace ComplexConjugate

namespace FourierStateMatrixElement

noncomputable section

variable {d : ℕ} {V : Type*} [NormedAddCommGroup V] [InnerProductSpace ℂ V]

/-- The Fourier phase `exp(2πi jk/d)`, for `d ≥ 1` and labels `j, k = 0, …, d-1`. -/
def phase (j k : Fin d) : ℂ :=
  Complex.exp (2 * Real.pi * Complex.I * (j : ℕ) * (k : ℕ) / d)

/-- The Fourier combination `f_k = d^(-1/2) ∑_j exp(2πi jk/d) e_j` of `d ≥ 1` states. -/
def fourierState (e : Fin d → V) (k : Fin d) : V :=
  ((Real.sqrt d : ℝ) : ℂ)⁻¹ • ∑ j, phase j k • e j

/-- If `A` is diagonal in the states `e_j` with entries `a_j`, its matrix elements between
Fourier states are phase-weighted averages of the `a_j`. -/
theorem fourierState_matrixElement (e : Fin d → V) (A : V →ₗ[ℂ] V) (a : Fin d → ℂ)
    (h : ∀ i j, ⟪e i, A (e j)⟫_ℂ = if i = j then a j else 0) (k l : Fin d) :
    ⟪fourierState e k, A (fourierState e l)⟫_ℂ =
      (d : ℂ)⁻¹ * ∑ j, conj (phase j k) * phase j l * a j := by
  have hs : ((Real.sqrt d : ℝ) : ℂ)⁻¹ * ((Real.sqrt d : ℝ) : ℂ)⁻¹ = (d : ℂ)⁻¹ := by
    rw [← mul_inv, ← Complex.ofReal_mul, Real.mul_self_sqrt (Nat.cast_nonneg d),
      Complex.ofReal_natCast]
  simp only [fourierState, map_smul, map_sum, inner_smul_left, inner_smul_right, sum_inner,
    inner_sum, h, mul_ite, mul_zero, Finset.sum_ite_eq, Finset.sum_ite_eq',
    Finset.mem_univ, if_true, map_inv₀, Complex.conj_ofReal]
  rw [← mul_assoc, hs]
  congr 1
  refine Finset.sum_congr rfl fun j _ => ?_
  ring

end

end FourierStateMatrixElement
```

Messages:

```
Main.lean:31:6: error: Tactic `rewrite` failed: Did not find an occurrence of the pattern
  ?a * (?b * ?c)
in the target expression
  (↑√↑d)⁻¹ * ∑ x, phase x l * ((↑√↑d)⁻¹ * ((starRingEnd ℂ) (phase x k) * a x)) =
    (↑d)⁻¹ * ∑ j, (starRingEnd ℂ) (phase j k) * phase j l * a j

d : ℕ
V : Type u_1
inst✝¹ : NormedAddCommGroup V
inst✝ : InnerProductSpace ℂ V
e : Fin d → V
A : V →ₗ[ℂ] V
a : Fin d → ℂ
h : ∀ (i j : Fin d), ⟪e i, A (e j)⟫_ℂ = if i = j then a j else 0
k l : Fin d
hs : (↑√↑d)⁻¹ * (↑√↑d)⁻¹ = (↑d)⁻¹
⊢ (↑√↑d)⁻¹ * ∑ x, phase x l * ((↑√↑d)⁻¹ * ((starRingEnd ℂ) (phase x k) * a x)) =
    (↑d)⁻¹ * ∑ j, (starRingEnd ℂ) (phase j k) * phase j l * a j
Main.lean:29:37: warning: This simp argument is unused:
  Finset.sum_ite_eq

Hint: Omit it from the simp argument list.
  [apply] simp only [fourierState, map_smul, map_sum, inner_smul_left, inner_smul_right, sum_inner, inner_sum, h,
    mul_ite, mul_zero, Finset.sum_ite_eq', Finset.mem_univ, if_true, map_inv₀, Complex.conj_ofReal]

Note: This linter can be disabled with `set_option linter.unusedSimpArgs false`
```

The change, after which it compiles:

```diff
@@ -27,8 +27,8 @@
       Complex.ofReal_natCast]
   simp only [fourierState, map_smul, map_sum, inner_smul_left, inner_smul_right, sum_inner,
-    inner_sum, h, mul_ite, mul_zero, Finset.sum_ite_eq, Finset.sum_ite_eq',
+    inner_sum, h, mul_ite, mul_zero, Finset.sum_ite_eq',
     Finset.mem_univ, if_true, map_inv₀, Complex.conj_ofReal]
-  rw [← mul_assoc, hs]
-  congr 1
+  -- move the normalisation inside both sums and compare term by term
+  rw [← hs, Finset.mul_sum, Finset.mul_sum]
   refine Finset.sum_congr rfl fun j _ => ?_
   ring
```

Cause. The error says that `rw [← mul_assoc]` found no product of the form `?a * (?b * ?c)` to regroup. After `simp only`, one factor `(↑√↑d)⁻¹` stands before the sum and the other inside it. The outer product therefore has a sum, not a product, as its right factor. Products of the required shape do occur inside the sum, but they contain the bound variable `x`, and `rw` cannot rewrite such terms.

The repair works from the other side. `← hs` splits `(↑d)⁻¹` on the right into the two inverse square roots, and the two uses of `Finset.mul_sum` carry the prefactors into the sums, one on each side. Both sides are now plain sums, so `Finset.sum_congr` applies directly and `congr 1`, meant to strip a common prefactor, is no longer needed. The summands differ only in the order and grouping of their factors, which `ring` settles.

The warning is separate: `simp only` never used `Finset.sum_ite_eq`. Removing it is mere tidying, and the new comment has no effect on the proof.
